# The charge-conserving Fermi shift for finitely many differentiable levels and an increasing occupation function

In a zone-centre phonon calculation for a metal with smeared occupations, displacing the atoms moves the one-electron levels while the number N of electrons stays fixed. The Fermi level μ then generally moves as well (its first-order change can vanish, for instance by symmetry), and this change enters the response of the occupations. For one displacement coordinate x, levels e_i(x) and an occupation function f of the energy difference μ − e_i, the shift follows from differentiating

Σ_i f(μ(x) − e_i(x)) = N,

which gives Σ_i f'(μ − e_i)(μ' − e_i') = 0 and therefore, when Σ_i f'(μ − e_i) ≠ 0,

μ' = Σ_i f'(μ − e_i) e_i' / Σ_i f'(μ − e_i).

This step presumes that μ has a derivative. The theorems below derive that property, for finitely many differentiable levels and a strictly increasing f that is differentiable at the points μ − e_i with Σ_i f'(μ − e_i) ≠ 0. With ultrasoft or PAW potentials the levels solve a generalised eigenvalue problem whose overlap operator moves with the atoms; this affects the values e_i', which here are given inputs, with any self-consistent response already included.

## Levels, electron count and weighted average

```lean
import Mathlib

open Filter Topology Asymptotics

namespace ChargeConservingFermiShift

noncomputable section

variable {ι : Type*} [Fintype ι] {E : Type*} [NormedAddCommGroup E] [NormedSpace ℝ E]
```

The type `ι` is a finite set of labels i for the levels. The space `E` of displacements is any real vector space with a norm, for example three Cartesian components per atom.

```lean
/-- Number of electrons `∑ᵢ f(m - εᵢ)` for occupation function `f`, levels `ε` and Fermi
level `m`. -/
def electronCount (f : ℝ → ℝ) (ε : ι → ℝ) (m : ℝ) : ℝ := ∑ i, f (m - ε i)
```

For levels ε_i and Fermi level m, `electronCount f ε m` is Σ_i f(m − ε_i). The argument is m − ε_i, so a Fermi–Dirac occupation increases with it, as it does with m at a fixed level. All levels share one f and count with equal weight: the definition has no separate k-point weights, and a degenerate level is listed repeatedly.

```lean
/-- The Fermi shift: average of the level gradients `e'ᵢ` with weights `wᵢ`, as a linear
form on displacements. -/
def fermiShift (w : ι → ℝ) (e' : ι → E →L[ℝ] ℝ) : E →L[ℝ] ℝ :=
  (∑ i, w i)⁻¹ • ∑ i, w i • e' i
```

The type `E →L[ℝ] ℝ` consists of continuous linear maps from displacements to numbers, which is what a gradient is: `e' i v` is the first-order change e'_i(v) of level i along the displacement v. With weights w_i and total weight W = Σ_i w_i, `fermiShift w e'` is the linear map W⁻¹ Σ_i w_i e'_i.

```lean
/-- The Fermi shift along a displacement `v` is `∑ wᵢ e'ᵢ(v) / ∑ wᵢ`. -/
theorem fermiShift_apply (w : ι → ℝ) (e' : ι → E →L[ℝ] ℝ) (v : E) :
    fermiShift w e' v = (∑ i, w i * e' i v) / ∑ i, w i := by
  simp [fermiShift, div_eq_inv_mul]
```

Evaluated on v, the shift is Σ_i w_i e'_i(v) / W. No condition on W appears because Lean sets division by zero to zero; every later theorem that involves the shift assumes or derives W ≠ 0.

```lean
/-- For nonzero total weight, the first-order charge change `∑ wᵢ (s - e'ᵢ(v))` vanishes
exactly when `s` is the Fermi shift along `v`. -/
theorem charge_conserving_iff (w : ι → ℝ) (e' : ι → E →L[ℝ] ℝ) (hw : ∑ i, w i ≠ 0)
    (v : E) (s : ℝ) : ∑ i, w i * (s - e' i v) = 0 ↔ s = fermiShift w e' v := by
  have h : ∑ i, w i * (s - e' i v) = s * ∑ i, w i - ∑ i, w i * e' i v := by
    rw [Finset.mul_sum, ← Finset.sum_sub_distrib]
    exact Finset.sum_congr rfl fun i _ => by ring
  rw [fermiShift_apply, eq_div_iff hw, h, sub_eq_zero]
```

Let w_i be the slope of f at μ − e_i. If the Fermi level changes by s and level i by e'_i(v), occupation i changes to first order by w_i (s − e'_i(v)). The inner statement `h` expands the total:

Σ_i w_i (s − e'_i(v)) = s W − Σ_i w_i e'_i(v).

For W ≠ 0, which is hypothesis `hw`, this vanishes exactly when s = Σ_i w_i e'_i(v) / W. The double arrow states both directions, so the shift is the unique charge-conserving s.

## A bound on the motion of the Fermi level

```lean
/-- With at least one level, strictly increasing `f` and equal electron number, the Fermi level
moves by at most the sum of the absolute level displacements. -/
theorem abs_fermi_sub_le [Nonempty ι] {f : ℝ → ℝ} (hf : StrictMono f) {ε ε' : ι → ℝ}
    {m m' : ℝ} (h : electronCount f ε m = electronCount f ε' m') :
    |m' - m| ≤ ∑ i, |ε' i - ε i| := by
  have key : ∀ (a b : ι → ℝ) (p q : ℝ), electronCount f a p = electronCount f b q →
      q - p ≤ ∑ i, |b i - a i| := by
    intro a b p q hpq
    by_contra hlt
    have hlt' : ∑ i, |b i - a i| < q - p := not_le.1 hlt
    -- otherwise every occupation would increase strictly
    have hs : ∑ i, f (p - a i) < ∑ i, f (q - b i) := by
      refine Finset.sum_lt_sum_of_nonempty Finset.univ_nonempty fun i _ => hf ?_
      have h1 : |b i - a i| ≤ ∑ j, |b j - a j| :=
        Finset.single_le_sum (f := fun j => |b j - a j|) (fun j _ => abs_nonneg _)
          (Finset.mem_univ i)
      have h2 := le_abs_self (b i - a i)
      linarith
    exact absurd hpq (ne_of_lt hs)
  have h1 := key ε ε' m m' h
  have h2 := key ε' ε m' m h.symm
  have h3 : ∑ i, |ε i - ε' i| = ∑ i, |ε' i - ε i| :=
    Finset.sum_congr rfl fun i _ => abs_sub_comm _ _
  rw [abs_sub_le_iff]
  exact ⟨h1, by linarith⟩
```

`[Nonempty ι]` demands at least one level, and `StrictMono f` says that a < b implies f(a) < f(b). If levels ε_i with Fermi level m and levels ε'_i with Fermi level m' hold the same number of electrons, then

|m' − m| ≤ Σ_i |ε'_i − ε_i|.

Suppose m' − m were larger than the sum. For each i the sum is at least |ε'_i − ε_i|, hence at least ε'_i − ε_i, so

m' − ε'_i > m − ε_i.

Every occupation then rises strictly, and with at least one level so does the count, contradicting equality. The inner statement `key` is this one-sided bound: `by_contra` opens the contradiction, `h1` and `h2` inside it are the two comparisons, and `hs` is the strict increase of the count. Applying `key` with the two configurations exchanged bounds m − m', and the two bounds give the absolute value. Neither continuity nor a derivative of f is used. The same argument gives the bound max_i |ε'_i − ε_i|, which is smaller as soon as two levels move, but the sum is what is proved here and it suffices below.

## Differentiability at one configuration

```lean
/-- Let `f` be strictly increasing with slopes `wᵢ` at `μ(x₀) - eᵢ(x₀)`, `∑ wᵢ ≠ 0`, let the
levels be differentiable at `x₀` and the electron number equal `N` near `x₀`. Then `μ` is
differentiable at `x₀` and its gradient is the Fermi shift. -/
theorem hasFDerivAt_fermiLevel {f : ℝ → ℝ} (hmono : StrictMono f) {e : ι → E → ℝ}
    {e' : ι → E →L[ℝ] ℝ} {mu : E → ℝ} {w : ι → ℝ} {x₀ : E} {N : ℝ}
    (hf : ∀ i, HasDerivAt f (w i) (mu x₀ - e i x₀)) (hw : ∑ i, w i ≠ 0)
    (he : ∀ i, HasFDerivAt (e i) (e' i) x₀)
    (hN : ∀ᶠ x in 𝓝 x₀, electronCount f (fun i => e i x) (mu x) = N) :
    HasFDerivAt mu (fermiShift w e') x₀ := by
  rcases isEmpty_or_nonempty ι with hι | hι
  · simp at hw
  have hN0 := hN.self_of_nhds
  have hOe : ∀ i, (fun x => e i x - e i x₀) =O[𝓝 x₀] fun x => x - x₀ :=
    fun i => (he i).isBigO_sub
  -- step 1: `Δμ = O(Δx)` by monotonicity
  have h1 : (fun x => ∑ i, |e i x - e i x₀|) =O[𝓝 x₀] fun x => x - x₀ :=
    (IsBigO.sum fun (i : ι) (_ : i ∈ (Finset.univ : Finset ι)) =>
      (hOe i).abs_left).congr_left fun x => by
        first | rfl | simp only [Finset.sum_apply]
  have hmu : (fun x => mu x - mu x₀) =O[𝓝 x₀] fun x => x - x₀ := by
    refine IsBigO.trans (IsBigO.of_bound 1 ?_) h1
    filter_upwards [hN] with x hx
    have hb := abs_fermi_sub_le hmono (hN0.trans hx.symm)
    rw [one_mul, Real.norm_eq_abs, Real.norm_eq_abs]
    exact hb.trans (le_abs_self _)
  have hu : ∀ i, (fun x => (mu x - e i x) - (mu x₀ - e i x₀)) =O[𝓝 x₀] fun x => x - x₀ :=
    fun i => (hmu.sub (hOe i)).congr_left fun x => by ring
  have hc : Continuous fun x : E => x - x₀ := by fun_prop
  have h0 : Tendsto (fun x : E => x - x₀) (𝓝 x₀) (𝓝 0) := hc.tendsto' x₀ 0 (sub_self x₀)
  -- step 2: linearise occupations and levels
  have hA : ∀ i, (fun x => f (mu x - e i x) - f (mu x₀ - e i x₀)
      - ((mu x - e i x) - (mu x₀ - e i x₀)) * w i) =o[𝓝 x₀] fun x => x - x₀ := by
    intro i
    have ht : Tendsto (fun x => mu x - e i x) (𝓝 x₀) (𝓝 (mu x₀ - e i x₀)) :=
      tendsto_sub_nhds_zero_iff.1 ((hu i).trans_tendsto h0)
    have h := ((hasDerivAt_iff_isLittleO.1 (hf i)).comp_tendsto ht).trans_isBigO (hu i)
    exact h
  have hB : ∀ i, (fun x => e i x - e i x₀ - e' i (x - x₀)) =o[𝓝 x₀] fun x => x - x₀ := by
    intro i
    exact (he i).isLittleO
  have hS : (fun x => ∑ i, (w i * (e i x - e i x₀ - e' i (x - x₀))
      - (f (mu x - e i x) - f (mu x₀ - e i x₀)
        - ((mu x - e i x) - (mu x₀ - e i x₀)) * w i))) =o[𝓝 x₀] fun x => x - x₀ :=
    (IsLittleO.sum fun (i : ι) (_ : i ∈ (Finset.univ : Finset ι)) =>
      ((hB i).const_mul_left (w i)).sub (hA i)).congr_left fun x => by
        first | rfl | simp only [Finset.sum_apply]
  -- step 3: sum over levels and use the constant electron number
  have hfin : (fun x => mu x - mu x₀ - fermiShift w e' (x - x₀)) =o[𝓝 x₀]
      fun x => x - x₀ := by
    refine (hS.const_mul_left (∑ i, w i)⁻¹).congr' ?_ EventuallyEq.rfl
    filter_upwards [hN] with x hx
    have hx' : ∑ i, f (mu x - e i x) = N := hx
    have h0' : ∑ i, f (mu x₀ - e i x₀) = N := hN0
    have hsum : ∑ i, (w i * (e i x - e i x₀ - e' i (x - x₀))
        - (f (mu x - e i x) - f (mu x₀ - e i x₀)
          - ((mu x - e i x) - (mu x₀ - e i x₀)) * w i))
        = (∑ i, w i) * (mu x - mu x₀) - ∑ i, w i * e' i (x - x₀)
          - (∑ i, f (mu x - e i x) - ∑ i, f (mu x₀ - e i x₀)) := by
      simp only [Finset.sum_mul, ← Finset.sum_sub_distrib]
      exact Finset.sum_congr rfl fun i _ => by ring
    try beta_reduce
    rw [hsum, hx', h0', fermiShift_apply, div_eq_inv_mul]
    linear_combination (mu x - mu x₀) * inv_mul_cancel₀ hw
  exact HasFDerivAt.of_isLittleO hfin
```

Here `e i x` is e_i(x) and `mu x` is μ(x). Hypothesis `hf` says that f has slope w_i at μ(x₀) − e_i(x₀); for a thermal occupation, w_i is large only for levels near the Fermi level. `hw` requires W ≠ 0, meaning that the count responds to μ at first order. `he` gives each level the gradient e'_i at x₀, where `HasFDerivAt` means

e_i(x) − e_i(x₀) − e'_i(x − x₀) = o(‖x − x₀‖).

In `hN`, `∀ᶠ x in 𝓝 x₀` reads "for all x in some neighbourhood of x₀". Nothing else is assumed of μ, not even continuity. The conclusion is that μ has gradient W⁻¹ Σ_i w_i e'_i at x₀.

Write Δx = x − x₀, let Δ before a function denote its value at x minus its value at x₀, and put u_i = μ − e_i. An empty label set has W = 0 and is dismissed first.

First, differentiable levels obey Δe_i = O(Δx) (`hOe`, where `=O[𝓝 x₀]` is big-O as x → x₀). The bound above gives |Δμ| ≤ Σ_i |Δe_i| near x₀, so Δμ = O(Δx) (`hmu`) and Δu_i = Δμ − Δe_i = O(Δx) (`hu`).

Second, define the remainders

A_i = f(u_i(x)) − f(u_i(x₀)) − w_i Δu_i,

B_i = Δe_i − e'_i(Δx).

Since u_i(x) → u_i(x₀) (`ht`), the derivative of f gives A_i = o(Δu_i), and Δu_i = O(Δx) turns this into A_i = o(Δx) (`hA`). The statement B_i = o(Δx) is the differentiability of the level (`hB`). Hence Σ_i (w_i B_i − A_i) = o(Δx) (`hS`).

Third, expand that sum. The terms w_i Δe_i cancel between w_i B_i and w_i Δu_i, leaving the identity `hsum`:

Σ_i (w_i B_i − A_i) = W Δμ − Σ_i w_i e'_i(Δx) − [Σ_i f(u_i(x)) − Σ_i f(u_i(x₀))].

The bracket is N − N = 0 near x₀. Multiplying by W⁻¹ gives

Δμ − W⁻¹ Σ_i w_i e'_i(Δx) = o(Δx),

which is `hfin`; `linear_combination` closes the algebra using W⁻¹ W = 1.

```lean
/-- Under the same conditions each occupation `f(μ - eᵢ)` has gradient
`wᵢ (shift - e'ᵢ)` at `x₀`, and these gradients sum to zero. -/
theorem occupation_response {f : ℝ → ℝ} (hmono : StrictMono f) {e : ι → E → ℝ}
    {e' : ι → E →L[ℝ] ℝ} {mu : E → ℝ} {w : ι → ℝ} {x₀ : E} {N : ℝ}
    (hf : ∀ i, HasDerivAt f (w i) (mu x₀ - e i x₀)) (hw : ∑ i, w i ≠ 0)
    (he : ∀ i, HasFDerivAt (e i) (e' i) x₀)
    (hN : ∀ᶠ x in 𝓝 x₀, electronCount f (fun i => e i x) (mu x) = N) :
    (∀ i, HasFDerivAt (fun x => f (mu x - e i x)) (w i • (fermiShift w e' - e' i)) x₀) ∧
      ∑ i, w i • (fermiShift w e' - e' i) = 0 := by
  refine ⟨fun i => ?_, ?_⟩
  · have hu : HasFDerivAt (fun x => mu x - e i x) (fermiShift w e' - e' i) x₀ :=
      (hasFDerivAt_fermiLevel hmono hf hw he hN).sub (he i)
    exact HasDerivAt.comp_hasFDerivAt (f := fun x => mu x - e i x) x₀ (hf i) hu
  · ext v
    have h := (charge_conserving_iff w e' hw v _).2 rfl
    simpa using h
```

Under the same hypotheses, u_i has gradient μ' − e'_i, where μ' now denotes the Fermi shift as a linear map. The chain rule, `HasDerivAt.comp_hasFDerivAt`, gives occupation i the gradient w_i (μ' − e'_i). These gradients add to the zero map: `ext v` tests the sum on each v, where it is the backward direction of `charge_conserving_iff`.

## Continuous differentiability everywhere

```lean
/-- For `f` of class `C¹` with `f' > 0`, at least one level, all levels `C¹`, and electron
number `N` at every `x`, the Fermi level is `C¹` and its gradient is the Fermi shift with
weights `f'(μ - eᵢ)`. -/
theorem contDiff_fermiLevel [Nonempty ι] {f : ℝ → ℝ} (hf : ContDiff ℝ 1 f)
    (hpos : ∀ t, 0 < deriv f t) {e : ι → E → ℝ} (he : ∀ i, ContDiff ℝ 1 (e i))
    {mu : E → ℝ} {N : ℝ} (hN : ∀ x, electronCount f (fun i => e i x) (mu x) = N) :
    ContDiff ℝ 1 mu ∧ ∀ x, HasFDerivAt mu
      (fermiShift (fun i => deriv f (mu x - e i x)) fun i => fderiv ℝ (e i) x) x := by
  obtain ⟨hf1, hf2⟩ := contDiff_one_iff_deriv.1 hf
  have he' := fun i => contDiff_one_iff_fderiv.1 (he i)
  have hW : ∀ x, ∑ i, deriv f (mu x - e i x) ≠ 0 := fun x =>
    (Finset.sum_pos (fun i _ => hpos _) Finset.univ_nonempty).ne'
  have hd : ∀ x, HasFDerivAt mu
      (fermiShift (fun i => deriv f (mu x - e i x)) fun i => fderiv ℝ (e i) x) x := fun x =>
    hasFDerivAt_fermiLevel (strictMono_of_deriv_pos hpos) (fun i => (hf1 _).hasDerivAt)
      (hW x) (fun i => ((he' i).1 x).hasFDerivAt) (Eventually.of_forall hN)
  have hdiff : Differentiable ℝ mu := fun x => (hd x).differentiableAt
  refine ⟨contDiff_one_iff_fderiv.2 ⟨hdiff, ?_⟩, hd⟩
  -- the formula for the gradient is continuous in `x`
  have hw : ∀ i, Continuous fun x => deriv f (mu x - e i x) := fun i =>
    hf2.comp (hdiff.continuous.sub (he i).continuous)
  have h1 : Continuous fun x => ∑ i, deriv f (mu x - e i x) := by
    exact continuous_finsetSum _ fun i _ => hw i
  have h2 : Continuous fun x => ∑ i, deriv f (mu x - e i x) • fderiv ℝ (e i) x := by
    exact continuous_finsetSum _ fun i _ => (hw i).smul (he' i).2
  have h3 := (h1.inv₀ hW).smul h2
  rw [show fderiv ℝ mu = _ from funext fun x => (hd x).fderiv]
  exact h3
```

`ContDiff ℝ 1 f` means that f is continuously differentiable, `deriv f t` is f'(t), and `fderiv ℝ (e i) x` is the gradient of e_i at x. With f' > 0 everywhere, at least one level, C¹ levels and count N at every x, the theorem states that μ is C¹ and that its gradient at each x is the shift with weights w_i(x) = f'(μ(x) − e_i(x)).

A positive derivative makes f strictly increasing, and a nonempty sum of positive weights is nonzero (`hW`), so the local theorem applies at every point (`hd`). Then μ is differentiable, hence continuous, and each weight is a continuous function of x (`hw`). The total weight (`h1`) and the weighted sum of gradients (`h2`) are continuous, and so is their quotient (`h3`), since the denominator never vanishes.

A function μ with the right count is assumed, not constructed; whether one exists depends on N, on the number of levels and on the range of f. The condition f' > 0 holds for Fermi–Dirac and Gaussian smearing, and it excludes the zero-temperature step and non-monotone smearing of Methfessel–Paxton type. Energy-ordered eigenvalues can have kinks at level crossings, where the theorem applies only if differentiable branches can be labelled.

```lean
/-- One displacement coordinate, `f` of class `C¹` with `f' > 0`, at least one level, all levels
`C¹`, electron number `N` at every `x`: then `μ` is `C¹` and `μ' = ∑ f'(μ - eᵢ) eᵢ' / ∑ f'(μ - eᵢ)`
everywhere. -/
theorem fermi_shift_one_parameter [Nonempty ι] {f : ℝ → ℝ} (hf : ContDiff ℝ 1 f)
    (hpos : ∀ t, 0 < deriv f t) {e : ι → ℝ → ℝ} (he : ∀ i, ContDiff ℝ 1 (e i))
    {mu : ℝ → ℝ} {N : ℝ} (hN : ∀ x, electronCount f (fun i => e i x) (mu x) = N) :
    ContDiff ℝ 1 mu ∧ ∀ x, HasDerivAt mu
      ((∑ i, deriv f (mu x - e i x) * deriv (e i) x) / ∑ i, deriv f (mu x - e i x)) x := by
  obtain ⟨h1, h2⟩ := contDiff_fermiLevel hf hpos he hN
  refine ⟨h1, fun x => ?_⟩
  have h := (h2 x).hasDerivAt
  rw [fermiShift_apply] at h
  exact h
```

With `E` taken as ℝ, a gradient evaluated on v = 1 is an ordinary derivative, and `fermiShift_apply` turns the result into the quotient of the opening paragraph, together with μ being C¹.

The smallest case is a single level e(x). The quotient reduces to μ' = e': the Fermi level follows the level rigidly and the occupation has zero gradient, as f(μ − e) = N with strictly increasing f requires.

A different formalisation would take differentiability of μ as a hypothesis. The chain rule alone would then give the formula whenever W ≠ 0, also for non-monotone f, but the regularity of μ would be an input and not a conclusion.

## Two levels with the Fermi function

```lean
/-- Fermi occupation `1 / (1 + exp(-t))` as a function of `t = μ - ε` in units of `kT`. -/
def fermi (t : ℝ) : ℝ := (1 + Real.exp (-t))⁻¹
```

`fermi t` is 1/(1 + exp(−t)), the Fermi–Dirac occupation with t = μ − ε measured in units of kT, the thermal energy.

```lean
/-- The Fermi function is `C¹` with positive slope, the levels `x` and `3x` are `C¹`, and
`μ = 2x` gives electron number `1` for all `x`. -/
theorem fermi_witness : ContDiff ℝ 1 fermi ∧ (∀ t, 0 < deriv fermi t) ∧
    (∀ i, ContDiff ℝ 1 fun x : ℝ => (![1, 3] : Fin 2 → ℝ) i * x) ∧
    ∀ x : ℝ, electronCount fermi (fun i => (![1, 3] : Fin 2 → ℝ) i * x) (2 * x) = 1 := by
  have hp : ∀ t : ℝ, 0 < 1 + Real.exp (-t) := fun t => by positivity
  refine ⟨?_, fun t => ?_, fun i => contDiff_const.mul contDiff_id, fun x => ?_⟩
  · have hc : ContDiff ℝ 1 fun t : ℝ => 1 + Real.exp (-t) :=
      contDiff_const.add contDiff_neg.exp
    exact hc.inv fun t => (hp t).ne'
  · have h1 : HasDerivAt (fun t : ℝ => 1 + Real.exp (-t)) (Real.exp (-t) * -1) t :=
      ((hasDerivAt_neg t).exp).const_add 1
    have h2 : HasDerivAt fermi (-(Real.exp (-t) * -1) / (1 + Real.exp (-t)) ^ 2) t :=
      h1.inv (hp t).ne'
    rw [h2.deriv]
    exact div_pos (by linarith [Real.exp_pos (-t)]) (pow_pos (hp t) 2)
  · have h : electronCount fermi (fun i => (![1, 3] : Fin 2 → ℝ) i * x) (2 * x)
        = fermi (2 * x - 1 * x) + fermi (2 * x - 3 * x) := by
      simp [electronCount, Fin.sum_univ_two]
    rw [h, show 2 * x - 1 * x = x by ring, show 2 * x - 3 * x = -x by ring]
    unfold fermi
    rw [neg_neg, Real.exp_neg]
    have := Real.exp_pos x
    field_simp <;> ring

end

end ChargeConservingFermiShift
```

The vector `![1, 3]` is indexed by `Fin 2`, whose labels are 0 and 1, so the levels are e_0(x) = x and e_1(x) = 3x. The theorem verifies each hypothesis of `fermi_shift_one_parameter` for μ(x) = 2x and N = 1. The denominator 1 + exp(−t) is positive (`hp`), so its inverse is C¹, and `h2` computes the slope

f'(t) = exp(−t) / (1 + exp(−t))² > 0.

The arguments of f are 2x − x = x and 2x − 3x = −x, and

f(x) + f(−x) = exp(x)/(exp(x) + 1) + 1/(1 + exp(x)) = 1.

The slope 2 of μ is the plain mean of the level slopes 1 and 3, in line with the symmetric position of the two levels about μ.

```lean
#print axioms ChargeConservingFermiShift.hasFDerivAt_fermiLevel
#print axioms ChargeConservingFermiShift.occupation_response
#print axioms ChargeConservingFermiShift.fermi_shift_one_parameter
```

```
'ChargeConservingFermiShift.hasFDerivAt_fermiLevel' depends on axioms: [propext, Classical.choice, Quot.sound]
'ChargeConservingFermiShift.occupation_response' depends on axioms: [propext, Classical.choice, Quot.sound]
'ChargeConservingFermiShift.fermi_shift_one_parameter' depends on axioms: [propext, Classical.choice, Quot.sound]
```
